# Hellmann–Feynman force error bound from the residual norm and the distance to other levels

Take a two-level Hamiltonian with energies $0$ and $g>0$, and approximate its lower state $(1,0)$ by $\varphi=(c,s)$, with $c,s$ real, $s\ge 0$ and $c^2+s^2=1$. With the reference energy $\rho=0$, the residual $(H-\rho)\varphi=(0,gs)$ has norm $gs$. Dividing by the gap recovers $s$, the amplitude of the wrong state.

Now measure

$$A=\begin{pmatrix}-s&c\\c&s\end{pmatrix},\qquad A^2=1,\qquad \|A\|=1 .$$

Since $A\varphi=(0,1)$, the expectation value in $\varphi$ is $s$. In the exact state it is $-s$. The error $2s$ equals $2\|A\|\,\|(H-\rho)\varphi\|/g$.

## The error bound for a finite spectrum

Let $H$ act on a finite-dimensional complex space, with orthonormal eigenvectors $\psi_m$ and real energies $E_m$. Fix a level $n$, a real $\rho$ and a number $g>0$ such that $|E_m-\rho|\ge g$ for every $m\ne n$. Then, for every unit vector $\varphi$ and every operator $A$,

$$|\langle\varphi,A\varphi\rangle-\langle\psi_n,A\psi_n\rangle|\le \frac{2\|A\|\,\|(H-\rho)\varphi\|}{g}.$$

The gap condition says that no competing level lies within $g$ of the reference energy. The two-level example attains equality with a nonzero error when $s>0$, so the constant 2 is optimal.

For a differentiable family $H(t)$ with a differentiable eigenpair, setting $A=H'(t_0)$ bounds the error of the Hellmann–Feynman expression against the exact energy derivative. The force is minus that derivative, so its error has the same size.

## Eigensolver tolerance and force accuracy

Suppose an iterative eigensolver stops when $\|(H-\rho)\varphi\|\le\tau$, with $\rho$ the current Rayleigh quotient. The code then evaluates $\langle\varphi,H'\varphi\rangle$. For a finite, linear eigenproblem in a fixed orthonormal basis, this tolerance limits the force error to $2\|H'\|\tau/g$. In consistent units, $\|H'\|=1$, $g=0.1$ and $\tau=10^{-5}$ give $2\times10^{-4}$.

To guarantee a figure from this formula, one needs a lower bound on the distance from $\rho$ to the other levels and an upper bound on $\|H'\|$. A gap read from unconverged eigenvalues gives only an estimate.

## From residual to wrong-state weight to force

The inner product is conjugate-linear in its first argument. Expanding $v=\sum_i\langle\psi_i,v\rangle\psi_i$ and applying $H$ gives $\langle\psi_m,Hv\rangle=E_m\langle\psi_m,v\rangle$. Because the energies are real, $H$ is Hermitian:

$$\langle Hx,y\rangle=\sum_i E_i\langle x,\psi_i\rangle\langle\psi_i,y\rangle=\langle x,Hy\rangle .$$

Write $\kappa=|\langle\psi_n,\varphi\rangle|$. Parseval's identity gives

$$\|(H-\rho)\varphi\|^2=\sum_m|E_m-\rho|^2|\langle\psi_m,\varphi\rangle|^2\ge g^2\sum_{m\ne n}|\langle\psi_m,\varphi\rangle|^2=g^2(1-\kappa^2).$$

Next choose a phase $u$ so that $\chi=u\psi_n$ satisfies $\langle\chi,\varphi\rangle=\kappa$. The phase leaves the expectation value of $A$ unchanged. Since $\|\chi\mp\varphi\|^2=2\mp2\kappa$,

$$\|\chi-\varphi\|\,\|\chi+\varphi\|=2\sqrt{1-\kappa^2}.$$

Expanding the right-hand side verifies the polarisation identity

$$2(\langle\chi,A\chi\rangle-\langle\varphi,A\varphi\rangle)=\langle\chi-\varphi,A(\chi+\varphi)\rangle+\langle\chi+\varphi,A(\chi-\varphi)\rangle.$$

Each term on the right has modulus at most $2\|A\|\sqrt{1-\kappa^2}$, so the difference of expectation values is at most $2\|A\|\sqrt{1-\kappa^2}$. The residual estimate $\sqrt{1-\kappa^2}\le\|(H-\rho)\varphi\|/g$ completes the bound.

For the force, differentiate $H(t)\psi(t)=e(t)\psi(t)$ at $t_0$, where $\psi(t_0)=\psi_n$:

$$H'\psi+H\psi'=e'\psi+e\psi'.$$

Projecting on $\psi$ and using Hermiticity cancels $e\langle\psi,\psi'\rangle$ on both sides. With $\|\psi(t_0)\|=1$, this leaves $\langle\psi,H'\psi\rangle=e'$.

## The bound and the two-level example in Lean

```lean
import Mathlib

open ComplexConjugate

namespace HellmannFeynmanResidual

noncomputable section

variable {V ι : Type*} [NormedAddCommGroup V] [InnerProductSpace ℂ V] [Fintype ι]

/-- In an eigenbasis, the Hamiltonian multiplies each coefficient of a state by the
corresponding energy. -/
theorem inner_eigenbasis (b : OrthonormalBasis ι ℂ V) (H : V →L[ℂ] V) (E : ι → ℝ)
    (hb : ∀ m, H (b m) = (E m : ℂ) • b m) (m : ι) (v : V) :
    inner ℂ (b m) (H v) = (E m : ℂ) * inner ℂ (b m) v := by
  classical
  have hv : H v = ∑ i, inner ℂ (b i) v • ((E i : ℂ) • b i) := by
    conv_lhs => rw [← b.sum_repr' v]
    simp only [map_sum, map_smul, hb]
  rw [hv]
  simp only [inner_sum, inner_smul_right, orthonormal_iff_ite.mp b.orthonormal m]
  simp [mul_comm]

/-- An operator with an orthonormal eigenbasis and real energies is Hermitian. -/
theorem hermitian_of_eigenbasis (b : OrthonormalBasis ι ℂ V) (H : V →L[ℂ] V) (E : ι → ℝ)
    (hb : ∀ m, H (b m) = (E m : ℂ) • b m) (x y : V) :
    inner ℂ (H x) y = inner ℂ x (H y) := by
  rw [← b.sum_inner_mul_inner (H x) y, ← b.sum_inner_mul_inner x (H y)]
  refine Finset.sum_congr rfl fun i _ => ?_
  rw [← inner_conj_symm (H x) (b i), inner_eigenbasis b H E hb, inner_eigenbasis b H E hb,
    map_mul, Complex.conj_ofReal, inner_conj_symm]
  ring

/-- If all levels other than `n` are at least `g` away from `ρ`, the weight of a unit trial
state outside level `n`, times `g ^ 2`, is at most the squared residual norm. -/
theorem weight_le_residual (b : OrthonormalBasis ι ℂ V) (H : V →L[ℂ] V) (E : ι → ℝ)
    (hb : ∀ m, H (b m) = (E m : ℂ) • b m) (n : ι) (ρ g : ℝ) (hg : 0 < g)
    (hgap : ∀ m, m ≠ n → g ≤ |E m - ρ|) (φ : V) (hφ : ‖φ‖ = 1) :
    g ^ 2 * (1 - ‖inner ℂ (b n) φ‖ ^ 2) ≤ ‖H φ - (ρ : ℂ) • φ‖ ^ 2 := by
  classical
  have parseval : ∀ x : V, ∑ i, ‖inner ℂ (b i) x‖ ^ 2 = ‖x‖ ^ 2 := fun x => by
    rw [← b.repr.norm_map x, EuclideanSpace.norm_sq_eq]
    simp only [b.repr_apply_apply]
  have hr : ∀ m, ‖inner ℂ (b m) (H φ - (ρ : ℂ) • φ)‖ = |E m - ρ| * ‖inner ℂ (b m) φ‖ := by
    intro m
    rw [inner_sub_right, inner_smul_right, inner_eigenbasis b H E hb, ← sub_mul, norm_mul,
      ← Complex.ofReal_sub, Complex.norm_real, Real.norm_eq_abs]
  have hsplit := Finset.add_sum_erase Finset.univ
    (fun i => ‖inner ℂ (b i) φ‖ ^ 2) (Finset.mem_univ n)
  have hone := parseval φ
  rw [hφ] at hone
  have hout : 1 - ‖inner ℂ (b n) φ‖ ^ 2
      = ∑ i ∈ Finset.univ.erase n, ‖inner ℂ (b i) φ‖ ^ 2 := by
    linarith
  rw [hout, Finset.mul_sum, ← parseval (H φ - (ρ : ℂ) • φ)]
  -- compare level by level, then restore the nonnegative term of level `n`
  refine le_trans (Finset.sum_le_sum fun m hm => ?_)
    (Finset.sum_le_sum_of_subset_of_nonneg (Finset.erase_subset n Finset.univ)
      fun i _ _ => sq_nonneg _)
  rw [hr m, mul_pow]
  have := hgap m (Finset.ne_of_mem_erase hm)
  gcongr

/-- Expectation values of an operator in two unit states differ by at most twice its norm
times the sine of the angle between the states. -/
theorem expectation_diff_le (A : V →L[ℂ] V) (φ ψ : V) (hφ : ‖φ‖ = 1) (hψ : ‖ψ‖ = 1) :
    ‖inner ℂ φ (A φ) - inner ℂ ψ (A ψ)‖
      ≤ 2 * ‖A‖ * √(1 - ‖inner ℂ ψ φ‖ ^ 2) := by
  -- a phase `u` that makes the overlap real and nonnegative
  obtain ⟨u, hu, huc⟩ : ∃ u : ℂ, ‖u‖ = 1 ∧
      conj u * inner ℂ ψ φ = ((‖inner ℂ ψ φ‖ : ℝ) : ℂ) := by
    generalize inner ℂ ψ φ = c
    by_cases hc : c = 0
    · exact ⟨1, by simp, by simp [hc]⟩
    · have hn : ((‖c‖ : ℝ) : ℂ) ≠ 0 := by simpa using hc
      refine ⟨c / ((‖c‖ : ℝ) : ℂ), by simp [hc], ?_⟩
      rw [map_div₀, Complex.conj_ofReal, div_mul_eq_mul_div, div_eq_iff hn,
        mul_comm (conj c) c, Complex.mul_conj, Complex.normSq_eq_norm_sq]
      push_cast
      ring
  have huu : conj u * u = 1 := by
    rw [mul_comm, Complex.mul_conj, Complex.normSq_eq_norm_sq, hu]
    simp
  obtain ⟨χ, hχ⟩ : ∃ χ : V, χ = u • ψ := ⟨_, rfl⟩
  have hχ1 : ‖χ‖ = 1 := by rw [hχ, norm_smul, hu, hψ, one_mul]
  have hχA : inner ℂ χ (A χ) = inner ℂ ψ (A ψ) := by
    rw [hχ, map_smul, inner_smul_left, inner_smul_right, ← mul_assoc, huu, one_mul]
  have hov : inner ℂ χ φ = ((‖inner ℂ ψ φ‖ : ℝ) : ℂ) := by rw [hχ, inner_smul_left, huc]
  have hs := norm_sub_sq (𝕜 := ℂ) χ φ
  have ha := norm_add_sq (𝕜 := ℂ) χ φ
  rw [hov, hχ1, hφ, RCLike.re_eq_complex_re, Complex.ofReal_re] at hs ha
  have hp : ‖χ - φ‖ * ‖χ + φ‖ / 2 ≤ √(1 - ‖inner ℂ ψ φ‖ ^ 2) := by
    refine (le_abs_self _).trans (Real.abs_le_sqrt (le_of_eq ?_))
    rw [div_pow, mul_pow, hs, ha]
    ring
  -- polarisation in the sum and difference of the two states
  have key : 2 * (inner ℂ χ (A χ) - inner ℂ φ (A φ))
      = inner ℂ (χ - φ) (A (χ + φ)) + inner ℂ (χ + φ) (A (χ - φ)) := by
    simp only [map_add, map_sub, inner_add_left, inner_sub_left, inner_add_right,
      inner_sub_right]
    ring
  have bound : ∀ x y : V, ‖inner ℂ x (A y)‖ ≤ ‖x‖ * (‖A‖ * ‖y‖) := fun x y =>
    (norm_inner_le_norm x (A y)).trans
      (mul_le_mul_of_nonneg_left (A.le_opNorm y) (norm_nonneg x))
  have hk := congrArg norm key
  rw [norm_mul, Complex.norm_ofNat] at hk
  have ht := norm_add_le (inner ℂ (χ - φ) (A (χ + φ))) (inner ℂ (χ + φ) (A (χ - φ)))
  have h1 := bound (χ - φ) (χ + φ)
  have h2 := bound (χ + φ) (χ - φ)
  have h3 := mul_le_mul_of_nonneg_left hp (norm_nonneg A)
  rw [← hχA, norm_sub_rev]
  linarith

/-- Residual bound for expectation values: if all levels other than `n` are at least `g` away
from `ρ`, the error of a unit trial state is at most `2 ‖A‖ ‖(H - ρ) φ‖ / g`. -/
theorem expectation_error_le (b : OrthonormalBasis ι ℂ V) (H A : V →L[ℂ] V) (E : ι → ℝ)
    (hb : ∀ m, H (b m) = (E m : ℂ) • b m) (n : ι) (ρ g : ℝ) (hg : 0 < g)
    (hgap : ∀ m, m ≠ n → g ≤ |E m - ρ|) (φ : V) (hφ : ‖φ‖ = 1) :
    ‖inner ℂ φ (A φ) - inner ℂ (b n) (A (b n))‖
      ≤ 2 * ‖A‖ * ‖H φ - (ρ : ℂ) • φ‖ / g := by
  have hw := weight_le_residual b H E hb n ρ g hg hgap φ hφ
  have hsin : √(1 - ‖inner ℂ (b n) φ‖ ^ 2) ≤ ‖H φ - (ρ : ℂ) • φ‖ / g := by
    refine Real.sqrt_le_iff.mpr ⟨by positivity, ?_⟩
    rw [div_pow, le_div_iff₀ (by positivity)]
    linarith
  refine (expectation_diff_le A φ (b n) hφ (b.orthonormal.1 n)).trans ?_
  rw [mul_div_assoc]
  gcongr

/-- Hellmann-Feynman theorem: along a differentiable normalised eigenstate, the derivative of
the energy is the expectation value of the derivative of the Hamiltonian. -/
theorem hellmann_feynman (H : ℝ → V →L[ℂ] V) (H' : V →L[ℂ] V) (ψ : ℝ → V) (ψ' : V)
    (e : ℝ → ℝ) (e' t₀ : ℝ) (hH : HasDerivAt H H' t₀) (hψ : HasDerivAt ψ ψ' t₀)
    (he : HasDerivAt e e' t₀) (heig : ∀ t, H t (ψ t) = (e t : ℂ) • ψ t)
    (hsym : ∀ x y, inner ℂ (H t₀ x) y = inner ℂ x (H t₀ y)) (hn : ‖ψ t₀‖ = 1) :
    inner ℂ (ψ t₀) (H' (ψ t₀)) = (e' : ℂ) := by
  have hR : HasDerivAt (fun t => (H t).restrictScalars ℝ) (H'.restrictScalars ℝ) t₀ :=
    (ContinuousLinearMap.restrictScalarsL ℂ V V ℝ ℝ).hasFDerivAt.comp_hasDerivAt t₀ hH
  have h1 : HasDerivAt (fun t => H t (ψ t)) (H' (ψ t₀) + H t₀ ψ') t₀ := hR.clm_apply hψ
  have h2 : HasDerivAt (fun t => (e t : ℂ) • ψ t)
      ((e t₀ : ℂ) • ψ' + (e' : ℂ) • ψ t₀) t₀ := he.ofReal_comp.smul hψ
  rw [funext heig] at h1
  -- project the differentiated eigenvalue equation on the eigenstate
  have h3 := congrArg (fun v => inner ℂ (ψ t₀) v) (h1.unique h2)
  have hnn : inner ℂ (ψ t₀) (ψ t₀) = (1 : ℂ) := by
    rw [inner_self_eq_norm_sq_to_K, hn]
    simp
  simp only [inner_add_right, inner_smul_right] at h3
  rw [← hsym, heig, inner_smul_left, Complex.conj_ofReal, hnn] at h3
  linear_combination h3

/-- Force error: if all levels other than `n` are at least `g > 0` away from `ρ`, the
Hellmann-Feynman expression in a unit trial state differs from the exact energy derivative of level
`n` by at most `2 ‖H'‖ ‖(H - ρ) φ‖ / g`. -/
theorem force_error_le (b : OrthonormalBasis ι ℂ V) (H : ℝ → V →L[ℂ] V) (H' : V →L[ℂ] V)
    (E : ι → ℝ) (ψ : ℝ → V) (ψ' : V) (e : ℝ → ℝ) (e' t₀ : ℝ)
    (hH : HasDerivAt H H' t₀) (hψ : HasDerivAt ψ ψ' t₀) (he : HasDerivAt e e' t₀)
    (heig : ∀ t, H t (ψ t) = (e t : ℂ) • ψ t)
    (hb : ∀ m, H t₀ (b m) = (E m : ℂ) • b m) (n : ι) (hn : ψ t₀ = b n)
    (ρ g : ℝ) (hg : 0 < g) (hgap : ∀ m, m ≠ n → g ≤ |E m - ρ|) (φ : V) (hφ : ‖φ‖ = 1) :
    ‖inner ℂ φ (H' φ) - (e' : ℂ)‖ ≤ 2 * ‖H'‖ * ‖H t₀ φ - (ρ : ℂ) • φ‖ / g := by
  have hf := hellmann_feynman H H' ψ ψ' e e' t₀ hH hψ he heig
    (hermitian_of_eigenbasis b (H t₀) E hb) (by rw [hn]; exact b.orthonormal.1 n)
  rw [← hf, hn]
  exact expectation_error_le b (H t₀) H' E hb n ρ g hg hgap φ hφ

/-- The operator on a two-level system with real matrix rows `(p, q)` and `(r, t)`. -/
def twoLevel (p q r t : ℝ) : EuclideanSpace ℂ (Fin 2) →L[ℂ] EuclideanSpace ℂ (Fin 2) :=
  LinearMap.toContinuousLinearMap
    { toFun := fun v => !₂[(p : ℂ) * v 0 + q * v 1, (r : ℂ) * v 0 + t * v 1]
      map_add' := fun x y => by
        ext i
        fin_cases i <;> simp <;> ring
      map_smul' := fun a x => by
        ext i
        fin_cases i <;> simp <;> ring }

/-- The bound is attained: for levels `0` and `g`, `ρ = 0`, trial state `(c, s)` and the
observable with rows `(-s, c)` and `(c, s)`, the hypotheses hold and the error equals the bound. -/
theorem expectation_error_sharp (g c s : ℝ) (hg : 0 < g) (hs : 0 ≤ s)
    (h : c ^ 2 + s ^ 2 = 1) :
    let b := EuclideanSpace.basisFun (Fin 2) ℂ
    let H := twoLevel 0 0 0 g
    let A := twoLevel (-s) c c s
    let E : Fin 2 → ℝ := ![0, g]
    let φ : EuclideanSpace ℂ (Fin 2) := !₂[(c : ℂ), (s : ℂ)]
    (∀ m, H (b m) = (E m : ℂ) • b m) ∧ (∀ m, m ≠ 0 → g ≤ |E m - 0|) ∧ ‖φ‖ = 1 ∧
      ‖inner ℂ φ (A φ) - inner ℂ (b 0) (A (b 0))‖
        = 2 * ‖A‖ * ‖H φ - ((0 : ℝ) : ℂ) • φ‖ / g := by
  intro b H A E φ
  have happ : ∀ (p q r t : ℝ) (v : EuclideanSpace ℂ (Fin 2)), twoLevel p q r t v
      = !₂[(p : ℂ) * v 0 + q * v 1, (r : ℂ) * v 0 + t * v 1] := fun _ _ _ _ _ => rfl
  have hC : (c : ℂ) ^ 2 + (s : ℂ) ^ 2 = 1 := by exact_mod_cast h
  -- the observable is a reflection, so its norm is one
  have hA : ‖A‖ = 1 := by
    refine ContinuousLinearMap.homothety_norm A fun v => ?_
    rw [one_mul, ← sq_eq_sq₀ (norm_nonneg _) (norm_nonneg _), EuclideanSpace.norm_sq_eq,
      EuclideanSpace.norm_sq_eq]
    simp only [A, happ, Fin.sum_univ_two, Complex.sq_norm, Complex.normSq_apply]
    simp
    linear_combination ((v 0).re ^ 2 + (v 0).im ^ 2 + (v 1).re ^ 2 + (v 1).im ^ 2) * h
  have hres : ‖H φ - ((0 : ℝ) : ℂ) • φ‖ = g * s := by
    rw [← sq_eq_sq₀ (norm_nonneg _) (by positivity), EuclideanSpace.norm_sq_eq]
    simp [H, φ, happ, Fin.sum_univ_two, mul_pow]
  have h1 : inner ℂ φ (A φ) = (s : ℂ) := by
    simp [A, φ, happ, PiLp.inner_apply, Fin.sum_univ_two]
    linear_combination (s : ℂ) * hC
  have h2 : inner ℂ (b 0) (A (b 0)) = -(s : ℂ) := by
    simp [A, b, happ, PiLp.inner_apply]
  refine ⟨fun m => ?_, fun m hm => ?_, ?_, ?_⟩
  · ext i
    fin_cases m <;> fin_cases i <;> simp [H, b, E, happ]
  · fin_cases m
    · exact absurd rfl hm
    · simpa [E] using le_abs_self g
  · rw [← sq_eq_sq₀ (norm_nonneg _) zero_le_one, EuclideanSpace.norm_sq_eq]
    simpa [φ, Fin.sum_univ_two] using h
  · have h3 : (s : ℂ) - -(s : ℂ) = ((2 * s : ℝ) : ℂ) := by
      push_cast
      ring
    rw [h1, h2, hA, hres, h3, Complex.norm_real, Real.norm_eq_abs,
      abs_of_nonneg (by positivity)]
    field_simp

end

end HellmannFeynmanResidual
```

```lean
#print axioms HellmannFeynmanResidual.force_error_le
#print axioms HellmannFeynmanResidual.expectation_error_sharp
```

```
'HellmannFeynmanResidual.force_error_le' depends on axioms: [propext, Classical.choice, Quot.sound]
'HellmannFeynmanResidual.expectation_error_sharp' depends on axioms: [propext, Classical.choice, Quot.sound]
```

## Fixed-basis eigenproblems: hypotheses and limits

In `expectation_error_le`, `b` is the orthonormal eigenbasis, `E` lists the energies and `hb` is the eigenvalue equation. The gap condition is `hgap`, `hg` requires $g>0$, and `hφ` normalises the trial state. The type `V →L[ℂ] V` holds the operators, and `‖A‖` is the operator norm. `A` need not be Hermitian, so the error is written as a complex modulus.

`force_error_le` adds the parameter. It assumes that `H`, `ψ` and `e` are differentiable at `t₀`, that the eigenvalue equation `heig` holds for all `t`, and that `ψ t₀ = b n`. Differentiability of the eigenpair is an assumption here, not a consequence of the gap.

The proof follows the derivation closely:

- `inner_eigenbasis` and `hermitian_of_eigenbasis` carry out the coefficient calculation and deduce Hermiticity.
- `weight_le_residual` compares the Parseval sums level by level, then restores the nonnegative term of level `n`.
- `expectation_diff_le` constructs the phase `u`. Its step `key` is the polarisation identity, and `bound` combines Cauchy–Schwarz with the operator norm.
- `expectation_error_le` joins these two estimates.
- `hellmann_feynman` differentiates both sides of the eigenvalue equation, equates the derivatives by `h1.unique h2`, and projects. `force_error_le` then applies the expectation bound to `H'`.
- `expectation_error_sharp` checks the hypotheses and the equality for the opening example. There `twoLevel` builds the matrices, and `homothety_norm` gives `‖A‖ = 1` because the reflection preserves length.

The reference derivative belongs to the finite matrix problem, so the bound does not measure basis-set or grid error. It also leaves out rounding, overlap matrices that move with the atoms, and the density dependence of a self-consistent Hamiltonian. If another level approaches $\rho$, the admissible $g$ shrinks and the bound weakens.

The statement could also have started from a Hermitian `H` alone, taking the eigenbasis and energies from the spectral theorem. That would shorten the input for the expectation bound. For the force, the hypothesis `ψ t₀ = b n` could be weakened to `‖ψ t₀‖ = 1` and `e t₀ = E n`. If level `n` is nondegenerate, the two eigenvectors differ only by a phase, which leaves the expectation value unchanged. If it is degenerate, the gap condition puts every level at least $g$ from $\rho$, so the right-hand side is at least $2\|H'\|$ and the bound holds trivially.
